# Fixed-phase energies of a Hermitian matrix bound its ground energy from above

Let H be a finite complex Hermitian matrix with lowest eigenvalue E₀, let u_i be complex numbers of modulus one, and let

G_ij = Re(u_i* H_ij u_j).

Every eigenvalue of G is at least E₀. The lowest eigenvalue of G equals E₀ exactly when H has a ground eigenvector with components ρ_i u_i, where the ρ_i are real and not all zero.

Fixed-phase Monte Carlo prescribes the phase of the wavefunction and optimises its amplitude; for a finite matrix H and exact eigenvalues of G, the error this causes in the ground energy is never negative.

In Lean 4 with Mathlib:

```lean
import Mathlib

open Matrix
open scoped ComplexConjugate ComplexOrder

namespace FixedPhaseVariational

noncomputable section

variable {n : Type*} [Fintype n]
```

## Real amplitudes on prescribed phases

`levels A` is the set of real E for which Aψ = Eψ has a nonzero solution ψ. For a Hermitian matrix these are all the eigenvalues. `dress u ρ` is the wavefunction ψ_i = ρ_i u_i, and `fixedPhase H u` is G, which acts on real amplitudes. An amplitude may be negative or zero, so nodes and sign changes are allowed.

```lean
/-- The real energy levels of a matrix Hamiltonian: real eigenvalues with a nonzero eigenvector. -/
def levels {R : Type*} [CommRing R] [SMul ℝ R] (A : Matrix n n R) : Set ℝ :=
  {E | ∃ ψ : n → R, ψ ≠ 0 ∧ A *ᵥ ψ = E • ψ}

/-- The wavefunction with real amplitude `ρ` and prescribed phases `u`. -/
def dress (u : n → ℂ) (ρ : n → ℝ) : n → ℂ := fun i => (ρ i : ℂ) * u i

/-- The fixed-phase Hamiltonian, a real matrix acting on the amplitudes. -/
def fixedPhase (H : Matrix n n ℂ) (u : n → ℂ) : Matrix n n ℝ :=
  Matrix.of fun i j => (conj (u i) * H i j * u j).re
```

## H is Hermitian

Hermiticity (`hH`) says that H is an observable energy with real eigenvalues and an orthonormal basis of eigenvectors. It also makes G symmetric: a number and its conjugate have the same real part, so

G_ji = Re(u_j* H_ji u_i) = Re(u_i* H_ij u_j) = G_ij.

The lemma below follows this line. The bound itself uses Hermiticity elsewhere, in the positivity of H − E₀.

```lean
omit [Fintype n] in
/-- The fixed-phase Hamiltonian of a Hermitian Hamiltonian is real symmetric. -/
theorem fixedPhase_isHermitian {H : Matrix n n ℂ} (hH : H.IsHermitian) (u : n → ℂ) :
    (fixedPhase H u).IsHermitian := by
  refine Matrix.IsHermitian.ext fun i j => ?_
  show (conj (u j) * H j i * u i).re = (conj (u i) * H i j * u j).re
  rw [← hH.apply i j, ← Complex.conj_re (conj (u j) * H j i * u i)]
  congr 1
  simp only [map_mul, Complex.conj_conj, Complex.star_def]
  ring
```

Without Hermiticity the bound can fail. The matrix H = diag(0, −1+i) has 0 as its only real eigenvalue, but with u = (1, 1) it gives G = diag(0, −1), which has the level −1.

## The phases have modulus one

The condition |u_i| = 1 (`hu`) says that u carries only phase, so that ρ alone determines the density. Two identities hold for any u. Since ρ_j is real, it can be moved inside the real part:

(Gρ)_i = Σ_j Re(u_i* H_ij u_j) ρ_j = Re(u_i* (Hψ)_i).

Multiplying by ρ_i and summing gives

ρᵀGρ = Re Σ_i ρ_i u_i* (Hψ)_i = Re ψ†Hψ.

These are `fixedPhase_mulVec` and `fixedPhase_energy`, each proved term by term.

```lean
/-- The fixed-phase Hamiltonian acts on an amplitude as the real part of the full Hamiltonian's
action, taken relative to the local phase. -/
theorem fixedPhase_mulVec (H : Matrix n n ℂ) (u : n → ℂ) (ρ : n → ℝ) (i : n) :
    (fixedPhase H u *ᵥ ρ) i = (conj (u i) * (H *ᵥ dress u ρ) i).re := by
  simp only [mulVec, dotProduct, fixedPhase, dress, of_apply, Finset.mul_sum, Complex.re_sum]
  refine Finset.sum_congr rfl fun j _ => ?_
  have h : conj (u i) * (H i j * ((ρ j : ℂ) * u j))
      = (ρ j : ℂ) * (conj (u i) * H i j * u j) := by ring
  rw [h, Complex.re_ofReal_mul, mul_comm]

/-- The quadratic form of the fixed-phase matrix at `ρ` is the real part of the quadratic form of
`H` at `dress u ρ`. Neither side is divided by a norm. -/
theorem fixedPhase_energy (H : Matrix n n ℂ) (u : n → ℂ) (ρ : n → ℝ) :
    ρ ⬝ᵥ (fixedPhase H u *ᵥ ρ) = (star (dress u ρ) ⬝ᵥ (H *ᵥ dress u ρ)).re := by
  simp only [dotProduct, Complex.re_sum, fixedPhase_mulVec]
  refine Finset.sum_congr rfl fun i _ => ?_
  have h : ∀ z : ℂ, star (dress u ρ) i * z = (ρ i : ℂ) * (conj (u i) * z) := fun z => by
    simp only [Pi.star_apply, dress, star_mul', Complex.star_def, Complex.conj_ofReal]
    ring
  rw [h, Complex.re_ofReal_mul]
```

The modulus enters when energies are compared per unit norm:

ψ†ψ = Σ_i ρ_i² |u_i|² = ρᵀρ.

`dress_norm` proves this from u_i* u_i = 1.

```lean
private lemma conj_mul_phase {z : ℂ} (hz : ‖z‖ = 1) : conj z * z = 1 := by
  rw [Complex.conj_mul', hz]; simp

/-- Unit phases leave the squared norm of the amplitude unchanged. -/
theorem dress_norm {u : n → ℂ} (hu : ∀ i, ‖u i‖ = 1) (ρ : n → ℝ) :
    star (dress u ρ) ⬝ᵥ dress u ρ = ((ρ ⬝ᵥ ρ : ℝ) : ℂ) := by
  simp only [dotProduct, Complex.ofReal_sum, Complex.ofReal_mul]
  refine Finset.sum_congr rfl fun i _ => ?_
  simp only [Pi.star_apply, dress, star_mul', Complex.star_def, Complex.conj_ofReal]
  linear_combination (ρ i : ℂ) ^ 2 * conj_mul_phase (hu i)
```

Without this condition G can be rescaled at will. For the 1×1 matrix H = (−1) and u = 2, G = (−4), which lies below the ground energy.

## E₀ is the lowest level of H

The hypothesis `h₀ : IsLeast (levels H) E₀` identifies E₀ as the ground energy: it is a level, and no level lies below it. Such an E₀ exists for every Hermitian matrix of nonzero size. `exists_lowest` proves this by showing that the set of levels is finite, being contained in the spectrum, and nonempty, because a Hermitian matrix has an eigenvector basis. As G is symmetric, the lemma applies to G too.

```lean
variable [DecidableEq n]

/-- A Hermitian Hamiltonian on a nonzero finite-dimensional space has a lowest energy level. -/
theorem exists_lowest {𝕜 : Type*} [RCLike 𝕜] [Nonempty n] {A : Matrix n n 𝕜}
    (hA : A.IsHermitian) : ∃ E, IsLeast (levels A) E := by
  -- the levels lie in the finite spectrum
  have hfin : (levels A).Finite := by
    refine ((Module.End.finite_spectrum (Matrix.toLin' A)).preimage
      (f := fun x : ℝ => (x : 𝕜)) (RCLike.ofReal_injective.injOn)).subset ?_
    rintro E ⟨ψ, hψ, h⟩
    show (E : 𝕜) ∈ spectrum 𝕜 (Matrix.toLin' A)
    refine (Module.End.hasEigenvalue_of_hasEigenvector (x := ψ)
      ⟨Module.End.mem_eigenspace_iff.2 ?_, hψ⟩).mem_spectrum
    rw [Matrix.toLin'_apply, h]
    funext i
    simp [RCLike.real_smul_eq_coe_mul]
  have hne : (levels A).Nonempty := by
    let i : n := Classical.arbitrary n
    exact ⟨hA.eigenvalues i, (hA.eigenvectorBasis i).ofLp,
      fun h0 => hA.eigenvectorBasis.orthonormal.ne_zero i (WithLp.ofLp_injective 2 h0),
      hA.mulVec_eigenvectorBasis i⟩
  obtain ⟨E, hE, hmin⟩ := Set.exists_min_image _ id hfin hne
  exact ⟨E, hE, hmin⟩
```

By hand, expand ψ in orthonormal eigenvectors of H, with coefficients c_k and eigenvalues E_k:

ψ†(H − E₀)ψ = Σ_k (E_k − E₀)|c_k|² ≥ 0.

`shifted_posSemidef` reaches the same conclusion through the eigenvalues of H − E₀: adding E₀ to any of them gives a level of H, so none is negative.

```lean
private lemma shift_mulVec (H : Matrix n n ℂ) (E : ℝ) (ψ : n → ℂ) :
    (H - (E : ℂ) • (1 : Matrix n n ℂ)) *ᵥ ψ = H *ᵥ ψ - E • ψ := by
  rw [sub_mulVec, smul_mulVec, one_mulVec]
  funext i
  simp [Complex.real_smul]

/-- Measured from a lower bound on its levels, a Hermitian Hamiltonian is positive semidefinite. -/
theorem shifted_posSemidef {H : Matrix n n ℂ} (hH : H.IsHermitian) {E₀ : ℝ}
    (h : ∀ E ∈ levels H, E₀ ≤ E) : (H - (E₀ : ℂ) • (1 : Matrix n n ℂ)).PosSemidef := by
  have hA : (H - (E₀ : ℂ) • (1 : Matrix n n ℂ)).IsHermitian := by
    unfold Matrix.IsHermitian
    rw [conjTranspose_sub, conjTranspose_smul, conjTranspose_one, hH.eq]
    simp
  refine hA.posSemidef_iff_eigenvalues_nonneg.2 fun i => ?_
  have hv := hA.mulVec_eigenvectorBasis i
  rw [shift_mulVec] at hv
  have hmem : hA.eigenvalues i + E₀ ∈ levels H := by
    refine ⟨(hA.eigenvectorBasis i).ofLp,
      fun h0 => hA.eigenvectorBasis.orthonormal.ne_zero i (WithLp.ofLp_injective 2 h0), ?_⟩
    rw [add_smul]
    exact sub_eq_iff_eq_add.1 hv
  have := h _ hmem
  show (0 : ℝ) ≤ hA.eigenvalues i
  linarith
```

Now let Gρ = Eρ with ρ ≠ 0. The energy and norm identities give

Re ψ†(H − E₀)ψ = (E − E₀) ρᵀρ.

The left side is nonnegative and ρᵀρ is positive, so E ≥ E₀. If E₀ were replaced by a higher level of H, the argument would break: for H = diag(0, 1) and u = (1, 1), G = H has a level below 1.

## A ground state carries the prescribed phases

This condition is needed only for equality. It says that the trial phases are exact, up to signs that ρ can absorb.

Suppose first that E₀ is a level of G, with amplitude ρ. Then ψ†(H − E₀)ψ = 0, so in the expansion only coefficients with E_k = E₀ survive, and Hψ = E₀ψ. Conversely, if Hψ = E₀ψ with ψ_i = ρ_i u_i, then

(Gρ)_i = Re(u_i* E₀ ρ_i u_i) = E₀ρ_i,

so E₀ is a level of G, and by the bound it is the lowest.

In `fixedPhase_variational`, the first conjunct is the bound and the second is this equivalence. Inside the proof, `key` is the excess-energy identity and `bound` divides out the positive ρᵀρ. For the forward direction, positive semidefiniteness supplies the vanishing imaginary part, and `dotProduct_mulVec_zero_iff` turns zero excess energy into the eigenvalue equation. The converse projects that equation onto the phases.

```lean
/-- **The fixed-phase energy is variational.** No fixed-phase level lies below the ground energy
`E₀` of `H`, and `E₀` is the lowest fixed-phase level exactly when `H` has a ground eigenvector
with the prescribed phases and real amplitudes. -/
theorem fixedPhase_variational {H : Matrix n n ℂ} (hH : H.IsHermitian) {u : n → ℂ}
    (hu : ∀ i, ‖u i‖ = 1) {E₀ : ℝ} (h₀ : IsLeast (levels H) E₀) :
    (∀ E ∈ levels (fixedPhase H u), E₀ ≤ E) ∧
    (IsLeast (levels (fixedPhase H u)) E₀ ↔
      ∃ ρ : n → ℝ, ρ ≠ 0 ∧ H *ᵥ dress u ρ = E₀ • dress u ρ) := by
  have hP := shifted_posSemidef hH (fun E hE => h₀.2 hE)
  -- excess energy of the dressed state over `E₀`, multiplied by its squared norm
  have key : ∀ (ρ : n → ℝ) (E : ℝ), fixedPhase H u *ᵥ ρ = E • ρ →
      (star (dress u ρ) ⬝ᵥ ((H - (E₀ : ℂ) • (1 : Matrix n n ℂ)) *ᵥ dress u ρ)).re
        = (E - E₀) * (ρ ⬝ᵥ ρ) := by
    intro ρ E h
    rw [shift_mulVec, dotProduct_sub, Complex.sub_re, ← fixedPhase_energy, h,
      dotProduct_smul, dotProduct_smul, dress_norm hu]
    simp only [smul_eq_mul, Complex.real_smul, Complex.re_ofReal_mul, Complex.ofReal_re]
    ring
  have bound : ∀ E ∈ levels (fixedPhase H u), E₀ ≤ E := by
    rintro E ⟨ρ, hρ, h⟩
    obtain ⟨i, hi⟩ := Function.ne_iff.1 hρ
    have hpos : 0 < ρ ⬝ᵥ ρ :=
      Finset.sum_pos' (fun j _ => mul_self_nonneg (ρ j))
        ⟨i, Finset.mem_univ i, mul_self_pos.2 hi⟩
    have h1 := (Complex.nonneg_iff.1 (hP.dotProduct_mulVec_nonneg (dress u ρ))).1
    rw [key ρ E h] at h1
    have h2 := nonneg_of_mul_nonneg_left h1 hpos
    linarith
  refine ⟨bound, ?_, ?_⟩
  · -- zero excess energy forces the dressed state to be a ground eigenvector
    rintro ⟨⟨ρ, hρ, h⟩, -⟩
    refine ⟨ρ, hρ, ?_⟩
    have him := (Complex.nonneg_iff.1 (hP.dotProduct_mulVec_nonneg (dress u ρ))).2
    have hre := key ρ E₀ h
    rw [sub_self, zero_mul] at hre
    have hz := (hP.dotProduct_mulVec_zero_iff (dress u ρ)).1 (Complex.ext hre him.symm)
    rw [shift_mulVec] at hz
    exact sub_eq_zero.1 hz
  · -- project the eigenvalue equation of `H` onto the phases
    rintro ⟨ρ, hρ, h⟩
    refine ⟨⟨ρ, hρ, ?_⟩, fun E hE => bound E hE⟩
    funext i
    have hi : conj (u i) * (E₀ • dress u ρ) i = ((E₀ * ρ i : ℝ) : ℂ) := by
      simp only [Pi.smul_apply, dress, Complex.real_smul, Complex.ofReal_mul]
      linear_combination ((E₀ : ℂ) * (ρ i : ℂ)) * conj_mul_phase (hu i)
    rw [fixedPhase_mulVec, h, hi, Complex.ofReal_re]
    rfl
```

When no ground eigenvector has this form, the lowest level of G lies strictly above E₀.

The theorem treats one fixed u in finite dimension. It does not address continuum Hamiltonians, sampling or time-step errors, or the signs of the off-diagonal elements of G.

## Two sites with imaginary hopping

With sites numbered 0 and 1, take H_01 = −i, H_10 = i and zero diagonal. Then H² = 1, so every level satisfies E² = 1, and

H(1, −i) = −(1, −i).

The ground energy is therefore −1, with normalised ground state (1, −i)/√2.

```lean
/-- Two sites coupled by a purely imaginary hopping amplitude. -/
def imagHop : Matrix (Fin 2) (Fin 2) ℂ := !![0, -Complex.I; Complex.I, 0]
```

Constant phases discard the purely imaginary hopping, so G = 0 and the fixed-phase energy is 0, one unit too high. The phases (1, −i) give G_01 = G_10 = −1, and the normalised amplitude (1, 1)/√2 attains −1.

In the proof, the two components of the eigenvalue equation combine to (E² − 1)ψ = 0, which rules out E < −1. The last value follows from the equality condition of the main theorem.

```lean
/-- For the two-site matrix `imagHop` the ground energy is `-1`; the phases `(1, 1)` give the lowest
fixed-phase level `0`, and the phases `(1, -i)` give `-1`. -/
theorem imagHop_energies :
    IsLeast (levels imagHop) (-1) ∧
    IsLeast (levels (fixedPhase imagHop fun _ => 1)) 0 ∧
    IsLeast (levels (fixedPhase imagHop ![1, -Complex.I])) (-1) := by
  have hH : imagHop.IsHermitian := by
    refine Matrix.IsHermitian.ext fun i j => ?_
    fin_cases i <;> fin_cases j <;> simp [imagHop]
  have hvec : imagHop *ᵥ dress ![1, -Complex.I] (fun _ => 1)
      = (-1 : ℝ) • dress ![1, -Complex.I] (fun _ => 1) := by
    funext i
    fin_cases i <;> simp [imagHop, dress, mulVec, dotProduct, Fin.sum_univ_two]
  have hground : IsLeast (levels imagHop) (-1) := by
    refine ⟨⟨_, fun h0 => ?_, hvec⟩, ?_⟩
    · have := congrFun h0 0
      simp [dress] at this
    · rintro E ⟨ψ, hψ, h⟩
      have h0 : -Complex.I * ψ 1 = (E : ℂ) * ψ 0 := by
        simpa [imagHop, mulVec, dotProduct, Fin.sum_univ_two] using congrFun h 0
      have h1 : Complex.I * ψ 0 = (E : ℂ) * ψ 1 := by
        simpa [imagHop, mulVec, dotProduct, Fin.sum_univ_two] using congrFun h 1
      by_contra hlt
      have hE : E < -1 := not_le.1 hlt
      have hne : (E : ℂ) ^ 2 - 1 ≠ 0 := by
        intro hc
        have hr : E ^ 2 - 1 = 0 := by exact_mod_cast hc
        nlinarith
      -- applying the Hamiltonian twice gives the identity
      have a0 : ((E : ℂ) ^ 2 - 1) * ψ 0 = 0 := by
        linear_combination -(E : ℂ) * h0 + Complex.I * h1 - ψ 0 * Complex.I_sq
      have a1 : ((E : ℂ) ^ 2 - 1) * ψ 1 = 0 := by
        linear_combination -(E : ℂ) * h1 - Complex.I * h0 - ψ 1 * Complex.I_sq
      apply hψ
      funext i
      fin_cases i
      · exact (mul_eq_zero.1 a0).resolve_left hne
      · exact (mul_eq_zero.1 a1).resolve_left hne
  refine ⟨hground, ?_, ?_⟩
  · have hz : fixedPhase imagHop (fun _ => 1) = 0 := by
      ext i j
      fin_cases i <;> fin_cases j <;> simp [fixedPhase, imagHop]
    rw [hz]
    refine ⟨⟨fun _ => 1, fun h0 => one_ne_zero (congrFun h0 0), by simp⟩, ?_⟩
    rintro E ⟨ψ, hψ, h⟩
    rw [zero_mulVec] at h
    exact ((smul_eq_zero.1 h.symm).resolve_right hψ).ge
  · refine (fixedPhase_variational hH (fun i => ?_) hground).2.2
      ⟨fun _ => 1, fun h0 => one_ne_zero (congrFun h0 0), hvec⟩
    fin_cases i <;> simp

end

end FixedPhaseVariational
```

```lean
#print axioms FixedPhaseVariational.fixedPhase_isHermitian
#print axioms FixedPhaseVariational.fixedPhase_energy
#print axioms FixedPhaseVariational.exists_lowest
#print axioms FixedPhaseVariational.imagHop_energies
```

```
'FixedPhaseVariational.fixedPhase_isHermitian' depends on axioms: [propext, Classical.choice, Quot.sound]
'FixedPhaseVariational.fixedPhase_energy' depends on axioms: [propext, Classical.choice, Quot.sound]
'FixedPhaseVariational.exists_lowest' depends on axioms: [propext, Classical.choice, Quot.sound]
'FixedPhaseVariational.imagHop_energies' depends on axioms: [propext, Classical.choice, Quot.sound]
```
